# Two-sided Gaussian bounds on the repulsion missing between overlapping Gaussian charges

Two unit charges, each smeared into a spherical Gaussian, repel with energy \(\operatorname{erf}(R)/R\) at separation \(R\), if the Coulomb constant is one and the unit of length is matched to their widths. Two point charges repel with \(1/R\). The smeared pair therefore lacks the energy \(\operatorname{erfc}(R)/R\), where

\[
\operatorname{erf}(x)=\frac{2}{\sqrt\pi}\int_0^x e^{-t^2}\,dt,\qquad
\operatorname{erfc}(x)=\frac{2}{\sqrt\pi}\int_x^\infty e^{-t^2}\,dt .
\]

The integral for erfc has no elementary closed form, but its slope does: \(\operatorname{erfc}'(x)=-\frac{2}{\sqrt\pi}e^{-x^2}\). Compare it with the elementary function \(u(x)=e^{-x^2}/(\sqrt\pi\,x)\) for \(x>0\):

\[
u'(x)=-\frac{2}{\sqrt\pi}e^{-x^2}-\frac{e^{-x^2}}{\sqrt\pi\,x^2},
\qquad
(u-\operatorname{erfc})'(x)=-\frac{e^{-x^2}}{\sqrt\pi\,x^2}<0 .
\]

The difference \(u-\operatorname{erfc}\) falls everywhere and tends to zero at infinity, so it is positive. Hence \(\operatorname{erfc}(x)<u(x)\), and the integral has been bounded without being evaluated.

## The missing repulsion and its bounds

Let both charges equal \(Z\neq0\), let \(s^2\) with \(s>0\) be the sum of the variances of the two Gaussians, each taken along one Cartesian axis, and put \(x=R/(\sqrt2\,s)\). In units where the Coulomb constant is one, the missing repulsion is

\[
D(R)=\frac{Z^2}{R}-\frac{Z^2\operatorname{erf}(x)}{R}.
\]

For \(R>0\), \(D\) is positive and strictly decreasing, and

\[
\frac{2x\,e^{-x^2}}{\sqrt\pi(1+2x^2)}<\frac{R\,D(R)}{Z^2}<\frac{e^{-x^2}}{\sqrt\pi\,x}.
\]

The middle quantity is the fraction of the point-charge repulsion that is missing. For a single pair of equal, spherical Gaussian compensation charges, the upper bound limits the error made when the pair correction \(D\) is truncated at a chosen distance.

**From \(D\) to erfc.** The Gaussian integral \(\int_0^\infty e^{-t^2}dt=\sqrt\pi/2\) gives \(\operatorname{erfc}(0)=1\). Splitting the half-line at \(x\ge0\) gives \(\operatorname{erf}(x)+\operatorname{erfc}(x)=1\), so \(D(R)=Z^2\operatorname{erfc}(x)/R\) and \(R\,D(R)/Z^2=\operatorname{erfc}(x)\).

**Sign and monotonicity.** Suppose \(f\) has negative slope on \(x>0\) and tends to zero at infinity. Then \(f\) is strictly decreasing, and \(f(x)>f(x+1)\ge\lim_{y\to\infty}f(y)=0\). This applies to erfc itself. For \(0<a<b\), with \(x_a\) and \(x_b\) the corresponding values of \(x\),

\[
D(b)=\frac{Z^2\operatorname{erfc}(x_b)}{b}<\frac{Z^2\operatorname{erfc}(x_a)}{b}\le\frac{Z^2\operatorname{erfc}(x_a)}{a}=D(a).
\]

**The lower bound.** Write \(\ell(x)=2x\,e^{-x^2}/(\sqrt\pi\,(1+2x^2))\). The quotient rule gives

\[
\ell'(x)=\frac{e^{-x^2}}{\sqrt\pi}\,\frac{(2-4x^2)(1+2x^2)-8x^2}{(1+2x^2)^2}
=\frac{e^{-x^2}}{\sqrt\pi}\,\frac{2-8x^2-8x^4}{(1+2x^2)^2}.
\]

Since \(2(1+2x^2)^2=2+8x^2+8x^4\), subtraction leaves

\[
(\operatorname{erfc}-\ell)'(x)=-\frac{4\,e^{-x^2}}{\sqrt\pi\,(1+2x^2)^2}<0 .
\]

Both erfc and \(\ell\) vanish at infinity, so \(\operatorname{erfc}-\ell>0\).

**Large separation.** The bounds are related by \(\ell(x)/u(x)=1-1/(1+2x^2)\). Thus \(\operatorname{erfc}(x)/u(x)\) is squeezed to one, and so is the ratio of \(D(R)\) to \(Z^2u(x)/R\).

**Numbers.** At \(x=1\), \(u=0.3679/1.7725\approx0.208\) and \(\ell=\tfrac23u\approx0.138\), so between about 14% and 21% of the point-charge repulsion is missing. At \(x=2\), \(u\approx0.0183/3.545\approx0.00517\) and \(\ell=\tfrac89u\approx0.00459\). If each Gaussian has standard deviation \(\sigma\), then \(s=\sqrt2\,\sigma\), and \(x=2\) means \(R=4\sigma\); about half a percent is missing there.

**A negative width.** No Gaussian charge has a negative width, but the formula for \(D\) accepts a negative \(s\), and the upper bound then fails. Take \(Z=1\), \(s=-1/\sqrt2\) and \(R=1\), so that \(x=-1\). Since erf is odd, \(R\,D(R)/Z^2=1+\operatorname{erf}(1)>1\), while the claimed upper bound is \(-e^{-1}/\sqrt\pi<0\).

## The energies as real functions

```lean
import Mathlib

open Filter Topology Set MeasureTheory
open scoped Real

namespace GaussianMissingRepulsion

noncomputable section
```

The inner part of the Gaussian is an interval integral.

```lean
/-- The error function, the normalised integral of `exp (-t²)` from `0` to `x`. -/
def erf (x : ℝ) : ℝ := 2 / √π * ∫ t in (0 : ℝ)..x, Real.exp (-t ^ 2)
```

The outer part is an integral over `Ioi x`, the open half-line beyond \(x\).

```lean
/-- The complementary error function, the normalised integral of `exp (-t²)` beyond `x`. -/
def erfc (x : ℝ) : ℝ := 2 / √π * ∫ t in Ioi x, Real.exp (-t ^ 2)
```

The physical model enters through the next definition. `missingRepulsion Z s R` is \(D(R)\), written as a difference of two energies, so its erfc form remains to be proved.

```lean
/-- The repulsion `Z²/R` of two point charges minus the repulsion `Z² erf(R/(√2 s))/R` of two
Gaussian charges, where `s²` is the sum of their variances; the domain is `R > 0`, `s > 0`. -/
def missingRepulsion (Z s R : ℝ) : ℝ :=
  Z ^ 2 / R - Z ^ 2 * erf (R / (√2 * s)) / R
```

The smeared-pair energy \(Z^2\operatorname{erf}(x)/R\) is taken as given; it stands for the electrostatic energy of two normalised spherical Gaussians, and no three-dimensional Coulomb integral is carried out. The two charges have equal magnitude and sign, and higher multipoles are absent.

## Splitting the Gaussian and differentiating its tail

Integrability over the whole line allows the integral to be split.

```lean
lemma integrable_gauss : Integrable (fun t : ℝ => Real.exp (-t ^ 2)) := by
  simpa using integrable_exp_neg_mul_sq (one_pos : (0 : ℝ) < 1)
```

Mathlib's half-line Gaussian integral supplies the normalisation.

```lean
/-- The whole Gaussian half-line carries unit weight. -/
theorem erfc_zero : erfc 0 = 1 := by
  have h : ∫ t in Ioi (0 : ℝ), Real.exp (-t ^ 2) = √π / 2 := by
    simpa using integral_gaussian_Ioi 1
  have hp : √π ≠ 0 := (Real.sqrt_pos.2 Real.pi_pos).ne'
  rw [erfc, h]
  field_simp
```

The half-line beyond zero is the disjoint union of \((0,x]\) and \((x,\infty)\), and the integrals add.

```lean
/-- For `x ≥ 0` the inner and outer parts of the Gaussian add up to one. -/
theorem erf_add_erfc {x : ℝ} (hx : 0 ≤ x) : erf x + erfc x = 1 := by
  have hd : Disjoint (Ioc 0 x) (Ioi x) :=
    Set.disjoint_left.2 fun t h1 h2 => not_lt_of_ge h1.2 h2
  have h := setIntegral_union hd measurableSet_Ioi
    integrable_gauss.integrableOn integrable_gauss.integrableOn
  rw [Ioc_union_Ioi_eq_Ioi hx] at h
  rw [← erfc_zero, erf, erfc, erfc, intervalIntegral.integral_of_le hx, h]
  ring
```

The fundamental theorem of calculus gives the slope of erf. Near any \(x>0\), erfc agrees with \(1-\operatorname{erf}\), so its slope is the negative of that.

```lean
/-- For `x > 0` the slope of `erfc` is minus the normalised Gaussian. -/
theorem hasDerivAt_erfc {x : ℝ} (hx : 0 < x) :
    HasDerivAt erfc (-(2 / √π * Real.exp (-x ^ 2))) x := by
  have hc : Continuous (fun t : ℝ => Real.exp (-t ^ 2)) := by fun_prop
  have h : HasDerivAt erf (2 / √π * Real.exp (-x ^ 2)) x :=
    (hc.integral_hasStrictDerivAt 0 x).hasDerivAt.const_mul _
  refine (h.const_sub 1).congr_of_eventuallyEq ?_
  filter_upwards [Ioi_mem_nhds hx] with y hy
  linarith [erf_add_erfc (le_of_lt hy)]
```

The same identity gives the limit at infinity, because erf tends to \(\operatorname{erfc}(0)=1\).

```lean
/-- The complementary error function vanishes at infinity. -/
theorem tendsto_erfc : Tendsto erfc atTop (𝓝 0) := by
  have h : Tendsto erf atTop (𝓝 (erfc 0)) :=
    (intervalIntegral_tendsto_integral_Ioi 0 integrable_gauss.integrableOn
      tendsto_id).const_mul _
  rw [erfc_zero] at h
  have h2 : Tendsto (fun x => 1 - erf x) atTop (𝓝 0) := by
    simpa using h.const_sub 1
  refine h2.congr' ?_
  filter_upwards [eventually_ge_atTop 0] with y hy
  linarith [erf_add_erfc hy]
```

## Negative slope and zero limit

The next lemma is the argument of the opening example for a general function `f` with slope `f'`. `StrictAntiOn f (Ioi 0)` says that \(f\) is strictly decreasing on \(x>0\). The comparison with \(f(x+1)\) makes the positivity strict.

```lean
/-- On `x > 0`, a function whose slope is negative and whose value tends to zero at infinity is
strictly decreasing and positive. -/
theorem decreasing_and_pos {f f' : ℝ → ℝ} (hd : ∀ x, 0 < x → HasDerivAt f (f' x) x)
    (hn : ∀ x, 0 < x → f' x < 0) (hl : Tendsto f atTop (𝓝 0)) :
    StrictAntiOn f (Ioi 0) ∧ ∀ x, 0 < x → 0 < f x := by
  have anti : StrictAntiOn f (Ioi 0) := by
    refine strictAntiOn_of_deriv_neg (convex_Ioi 0)
      (fun y hy => (hd y hy).continuousAt.continuousWithinAt) (fun y hy => ?_)
    rw [interior_Ioi] at hy
    rw [(hd y hy).deriv]
    exact hn y hy
  refine ⟨anti, fun x hx => ?_⟩
  have hx1 : 0 < x + 1 := by linarith
  have h1 : f (x + 1) < f x := anti hx hx1 (by linarith)
  have h2 : 0 ≤ f (x + 1) := by
    refine le_of_tendsto hl ?_
    filter_upwards [eventually_ge_atTop (x + 1)] with y hy
    exact anti.antitoneOn hx1 (lt_of_lt_of_le hx1 hy) hy
  linarith
```

## Both bounds on erfc

The lemma is now applied to \(\operatorname{erfc}-\ell\) and to \(u-\operatorname{erfc}\). In each half, `hd` states the slope found above; Lean assembles it from the product and quotient rules, and `field_simp` and `ring` confirm the algebra. The statement `hl` gives the limit of the elementary function by squeezing it between zero and \(e^{-x^2}\). For \(\ell\) this uses \(2x\le\sqrt\pi(1+2x^2)\), and for \(u\) it uses \(\sqrt\pi\,x\ge1\) once \(x\ge1\).

```lean
/-- For `x > 0` the complementary error function lies strictly between two explicit
Gaussian tails. -/
theorem erfc_bounds {x : ℝ} (hx : 0 < x) :
    2 * x * Real.exp (-x ^ 2) / (√π * (1 + 2 * x ^ 2)) < erfc x ∧
      erfc x < Real.exp (-x ^ 2) / (√π * x) := by
  have hp : 0 < √π := Real.sqrt_pos.2 Real.pi_pos
  have hp1 : 1 ≤ √π := (Real.le_sqrt' one_pos).2 (by nlinarith [Real.pi_gt_three])
  have hsq (y : ℝ) : HasDerivAt (fun t : ℝ => t ^ 2) (2 * y) y := by
    simpa using hasDerivAt_pow 2 y
  have he (y : ℝ) : HasDerivAt (fun t : ℝ => Real.exp (-t ^ 2))
      (Real.exp (-y ^ 2) * (-(2 * y))) y := (hsq y).fun_neg.exp
  have hE : Tendsto (fun y : ℝ => Real.exp (-y ^ 2)) atTop (𝓝 0) :=
    Real.tendsto_exp_atBot.comp
      (tendsto_neg_atTop_atBot.comp (tendsto_pow_atTop two_ne_zero))
  constructor
  · -- erfc minus the lower bound has negative slope and vanishes at infinity
    have hd : ∀ y : ℝ, 0 < y → HasDerivAt
        (fun t => erfc t - 2 * t * Real.exp (-t ^ 2) / (√π * (1 + 2 * t ^ 2)))
        (-(4 * Real.exp (-y ^ 2) / (√π * (1 + 2 * y ^ 2) ^ 2))) y := by
      intro y hy
      have hq : 1 + 2 * y ^ 2 ≠ 0 := by positivity
      have hN := ((hasDerivAt_id' y).const_mul 2).fun_mul (he y)
      have hD := (((hsq y).const_mul 2).const_add 1).const_mul √π
      refine ((hasDerivAt_erfc hy).fun_sub
        (hN.fun_div hD (mul_ne_zero hp.ne' hq))).congr_deriv ?_
      field_simp
      ring
    have hl : Tendsto (fun t : ℝ => 2 * t * Real.exp (-t ^ 2) / (√π * (1 + 2 * t ^ 2)))
        atTop (𝓝 0) := by
      refine squeeze_zero' ?_ ?_ hE
      · filter_upwards [eventually_ge_atTop 0] with y hy
        positivity
      · filter_upwards with y
        rw [div_le_iff₀ (by positivity)]
        have h1 : 0 ≤ (√π - 1) * (1 + 2 * y ^ 2) :=
          mul_nonneg (by linarith) (by positivity)
        have h2 : 2 * y ≤ √π * (1 + 2 * y ^ 2) := by
          nlinarith [sq_nonneg (y - 1), sq_nonneg y]
        nlinarith [mul_le_mul_of_nonneg_left h2 (Real.exp_pos (-y ^ 2)).le]
    have h := (decreasing_and_pos hd (fun y _ => neg_neg_of_pos (by positivity))
      (by simpa using tendsto_erfc.sub hl)).2 x hx
    linarith
  · -- so does the upper bound minus erfc
    have hd : ∀ y : ℝ, 0 < y → HasDerivAt
        (fun t => Real.exp (-t ^ 2) / (√π * t) - erfc t)
        (-(Real.exp (-y ^ 2) / (√π * y ^ 2))) y := by
      intro y hy
      have hD := (hasDerivAt_id' y).const_mul √π
      refine (((he y).fun_div hD (mul_ne_zero hp.ne' hy.ne')).fun_sub
        (hasDerivAt_erfc hy)).congr_deriv ?_
      field_simp
      ring
    have hl : Tendsto (fun t : ℝ => Real.exp (-t ^ 2) / (√π * t)) atTop (𝓝 0) := by
      refine squeeze_zero' ?_ ?_ hE
      · filter_upwards [eventually_ge_atTop 0] with y hy
        positivity
      · filter_upwards [eventually_ge_atTop 1] with y hy
        exact div_le_self (Real.exp_pos _).le (by nlinarith)
    have h := (decreasing_and_pos hd
      (fun y hy => neg_neg_of_pos (by positivity))
      (by simpa using hl.sub tendsto_erfc)).2 x hx
    linarith
```

## Return to the pair energy

With \(s\) and \(R\) positive, the argument of erf is nonnegative and the splitting identity applies. This step holds for every real \(Z\), including zero.

```lean
/-- For `R > 0` and `s > 0` the missing repulsion is `Z² erfc(R/(√2 s))/R`. -/
theorem missingRepulsion_eq (Z : ℝ) {s R : ℝ} (hs : 0 < s) (hR : 0 < R) :
    missingRepulsion Z s R = Z ^ 2 * erfc (R / (√2 * s)) / R := by
  have hx : 0 ≤ R / (√2 * s) := by positivity
  have h : erfc (R / (√2 * s)) = 1 - erf (R / (√2 * s)) := by
    linarith [erf_add_erfc hx]
  rw [missingRepulsion, h]
  ring
```

The main theorem has three parts: \(D\) is positive at every \(R>0\), it is strictly decreasing there, and both bounds hold strictly. The variable `x` is tied to the separation by the hypothesis `x = R / (√2 * s)`, which keeps the inequalities in the form used above. The condition `Z ≠ 0` makes \(Z^2\) positive; for \(Z=0\) there is no repulsion to be missing.

The proof of the second part is the two-step chain from \(D(b)\) to \(D(a)\): first the overlap factor erfc is compared, then the Coulomb factor \(1/R\). In the third part, `h` reduces \(R\,D(R)/Z^2\) to \(\operatorname{erfc}(x)\), and `erfc_bounds` finishes.

```lean
/-- For `s > 0` and `Z ≠ 0` the missing repulsion is positive and strictly decreasing in the
separation `R > 0`, and `R D(R)/Z²` lies strictly between two Gaussian tails in
`x = R/(√2 s)`. -/
theorem missingRepulsion_main {Z s : ℝ} (hs : 0 < s) (hZ : Z ≠ 0) :
    (∀ R, 0 < R → 0 < missingRepulsion Z s R) ∧
    StrictAntiOn (missingRepulsion Z s) (Ioi 0) ∧
    ∀ R x, 0 < R → x = R / (√2 * s) →
      2 * x * Real.exp (-x ^ 2) / (√π * (1 + 2 * x ^ 2)) < R * missingRepulsion Z s R / Z ^ 2 ∧
      R * missingRepulsion Z s R / Z ^ 2 < Real.exp (-x ^ 2) / (√π * x) := by
  have hp : 0 < √π := Real.sqrt_pos.2 Real.pi_pos
  have hZ2 : 0 < Z ^ 2 := by positivity
  have hw : 0 < √2 * s := by positivity
  obtain ⟨anti, pos⟩ := decreasing_and_pos (fun x hx => hasDerivAt_erfc hx)
    (fun x _ => neg_neg_of_pos (by positivity)) tendsto_erfc
  refine ⟨fun R hR => ?_, fun a ha b hb hab => ?_, fun R x hR hx => ?_⟩
  · rw [missingRepulsion_eq Z hs hR]
    exact div_pos (mul_pos hZ2 (pos _ (div_pos hR hw))) hR
  · have ha' : 0 < a := ha
    have hb' : 0 < b := hb
    rw [missingRepulsion_eq Z hs ha', missingRepulsion_eq Z hs hb']
    have h : erfc (b / (√2 * s)) < erfc (a / (√2 * s)) :=
      anti (div_pos ha' hw) (div_pos hb' hw) (div_lt_div_of_pos_right hab hw)
    -- the overlap factor and the Coulomb factor both decrease
    exact (div_lt_div_of_pos_right (mul_lt_mul_of_pos_left h hZ2) hb').trans_le
      (div_le_div_of_nonneg_left (mul_pos hZ2 (pos _ (div_pos ha' hw))).le ha' hab.le)
  · have hx0 : 0 < x := hx ▸ div_pos hR hw
    have h : R * missingRepulsion Z s R / Z ^ 2 = erfc x := by
      rw [missingRepulsion_eq Z hs hR, ← hx]
      field_simp
    rw [h]
    exact erfc_bounds hx0
```

The last theorem concerns the limit \(R\to\infty\) at fixed \(s\) and \(Z\), expressed by `Tendsto` along `atTop`. It states that the ratio of \(D(R)\) to its leading tail tends to one, without giving an error estimate of its own.

Inside the proof, `key` is the limit of \(\operatorname{erfc}(x)/u(x)\). The exact lower estimate \(1-1/(1+2x^2)\) is weakened to \(1-1/x\), which is allowed because \(1+2x^2\ge x\) and which still tends to one. Substituting \(x=R/(\sqrt2\,s)\) and cancelling the common factors \(Z^2\) and \(1/R\) turns this into the statement about \(D\).

```lean
/-- For `s > 0` and `Z ≠ 0` the ratio of the missing repulsion to
`Z² exp(-x²)/(√π x R)`, with `x = R/(√2 s)`, tends to one at large separation. -/
theorem missingRepulsion_asymptotic {Z s : ℝ} (hs : 0 < s) (hZ : Z ≠ 0) :
    Tendsto (fun R => missingRepulsion Z s R /
      (Z ^ 2 * (Real.exp (-(R / (√2 * s)) ^ 2) / (√π * (R / (√2 * s)))) / R))
      atTop (𝓝 1) := by
  have hp : 0 < √π := Real.sqrt_pos.2 Real.pi_pos
  have hw : 0 < √2 * s := by positivity
  have key : Tendsto (fun x => erfc x / (Real.exp (-x ^ 2) / (√π * x))) atTop (𝓝 1) := by
    have hlow : Tendsto (fun x : ℝ => 1 - x⁻¹) atTop (𝓝 1) := by
      simpa using (tendsto_inv_atTop_zero (𝕜 := ℝ)).const_sub 1
    refine tendsto_of_tendsto_of_tendsto_of_le_of_le' hlow tendsto_const_nhds ?_ ?_
    · filter_upwards [eventually_gt_atTop 0] with x hx
      have hU : 0 < Real.exp (-x ^ 2) / (√π * x) := by positivity
      -- the two bounds differ by the factor 1 - 1/(1 + 2x²)
      have hL : 2 * x * Real.exp (-x ^ 2) / (√π * (1 + 2 * x ^ 2)) =
          (1 - 1 / (1 + 2 * x ^ 2)) * (Real.exp (-x ^ 2) / (√π * x)) := by
        have hq : 1 + 2 * x ^ 2 ≠ 0 := by positivity
        have h1 : 1 - 1 / (1 + 2 * x ^ 2) = 2 * x ^ 2 / (1 + 2 * x ^ 2) := by
          rw [eq_div_iff hq, sub_mul, div_mul_cancel₀ _ hq]
          ring
        rw [h1]
        field_simp
      have hi : 1 / (1 + 2 * x ^ 2) ≤ x⁻¹ := by
        rw [← one_div]
        exact one_div_le_one_div_of_le hx (by nlinarith [sq_nonneg (x - 1), sq_nonneg x])
      rw [le_div_iff₀ hU]
      refine le_trans ?_ (erfc_bounds hx).1.le
      rw [hL]
      exact mul_le_mul_of_nonneg_right (by linarith) hU.le
    · filter_upwards [eventually_gt_atTop 0] with x hx
      have hU : 0 < Real.exp (-x ^ 2) / (√π * x) := by positivity
      rw [div_le_iff₀ hU, one_mul]
      exact (erfc_bounds hx).2.le
  refine (key.comp (tendsto_id.atTop_div_const hw)).congr' ?_
  filter_upwards [eventually_gt_atTop 0] with R hR
  have hZ2 : Z ^ 2 ≠ 0 := pow_ne_zero 2 hZ
  rw [missingRepulsion_eq Z hs hR, div_div_div_cancel_right₀ hR.ne',
    mul_div_mul_left _ _ hZ2]
  rfl

end

end GaussianMissingRepulsion
```

```lean
#print axioms GaussianMissingRepulsion.missingRepulsion_main
#print axioms GaussianMissingRepulsion.missingRepulsion_asymptotic
```

```
'GaussianMissingRepulsion.missingRepulsion_main' depends on axioms: [propext, Classical.choice, Quot.sound]
'GaussianMissingRepulsion.missingRepulsion_asymptotic' depends on axioms: [propext, Classical.choice, Quot.sound]
```
